# A lower bound on the smallest overlap eigenvalue after deleting one basis function

When a basis set is nearly linearly dependent and one function is to be deleted, the bounds proved here use the "second smallest eigenvalue" of the overlap matrix, a phrase that is ambiguous if the smallest is degenerate. Here eigenvalues are listed in ascending order and counted with multiplicity, so a doubly degenerate smallest eigenvalue fills the first two places.

Let $\chi_1,\dots,\chi_n$ be the functions, with $n\ge 2$, and let $S_{ij}=\langle\chi_i|\chi_j\rangle$ have eigenvalues $s_1\le s_2\le\dots\le s_n$. If $u$ is a unit eigenvector for $s_1$, the combination $\sum_j u_j\chi_j$ has squared norm $u^\dagger S u=s_1$. If the functions are normalised, a small $s_1$ therefore signals near dependence, and $|u_i|^2$ is the weight of function $i$ in it. The problem is to bound from below the smallest eigenvalue $t_i$ of the matrix left when row and column $i$ are deleted.

This matters in electronic-structure calculations that orthogonalise a finite basis with $S^{-1/2}$ (symmetric orthogonalisation, possible if $s_1>0$): multiplying a vector by this matrix can amplify an error in the vector by up to $s_1^{-1/2}$, and applying it on both sides of an operator matrix can amplify an error there by up to $1/s_1$. The bounds concern the removal of a single function and say nothing about how much the computed energy changes.

## Levels, modes and the reduced matrix

```lean
import Mathlib

open Matrix
open scoped ComplexOrder

namespace BasisFunctionDeletion

noncomputable section
```

Lean counts from zero: $s_1$ is `level hS 0`, $s_2$ is `level hS 1`, and so on. The argument `hS` is the proof that $S$ is Hermitian.

```lean
/-- The eigenvalues of a Hermitian matrix in ascending order, counted with multiplicity;
`level hS 0` is the smallest. -/
def level {n : ℕ} {S : Matrix (Fin n) (Fin n) ℂ} (hS : S.IsHermitian) (k : Fin n) : ℝ :=
  hS.eigenvalues (Tuple.sort hS.eigenvalues k)
```

The matching orthonormal eigenvectors $v_1,\dots,v_n$ are `mode hS 0`, `mode hS 1` and so on.

```lean
/-- An orthonormal basis of eigenvectors, in the order of the ascending eigenvalues. -/
def mode {n : ℕ} {S : Matrix (Fin n) (Fin n) ℂ} (hS : S.IsHermitian) :
    OrthonormalBasis (Fin n) ℂ (EuclideanSpace ℂ (Fin n)) :=
  hS.eigenvectorBasis.reindex (Tuple.sort hS.eigenvalues).symm
```

The name `ket` only places a coefficient vector in $\mathbb{C}^n$ with its usual inner product, which is conjugate-linear in the first argument. It does not denote the function $\sum_j x_j\chi_j$, whose squared norm is $x^\dagger Sx$.

```lean
/-- A coefficient vector regarded as an element of the Hilbert space `ℂⁿ`. -/
abbrev ket {n : ℕ} (x : Fin n → ℂ) : EuclideanSpace ℂ (Fin n) := WithLp.toLp 2 x
```

The number $t_i$ is `lowestAfterDeletion hS i`. For $n=2$ the reduced matrix is a single diagonal entry.

```lean
/-- The smallest eigenvalue of the matrix that remains when row and column `i` are deleted. -/
def lowestAfterDeletion {m : ℕ} {S : Matrix (Fin (m + 2)) (Fin (m + 2)) ℂ}
    (hS : S.IsHermitian) (i : Fin (m + 2)) : ℝ :=
  level (hS.submatrix i.succAbove) 0
```

The theorems take $S$ as a matrix. That its entries are the overlaps of actual functions is the step left to the user.

## (a) Ascending order

Show that the levels satisfy
$$k\le l\;\Rightarrow\; s_k\le s_l .$$

**Solution.** They were sorted that way.

```lean
/-- The levels are in ascending order. -/
theorem level_mono {n : ℕ} {S : Matrix (Fin n) (Fin n) ℂ} (hS : S.IsHermitian) :
    Monotone (level hS) :=
  Tuple.monotone_sort hS.eigenvalues
```

## (b) Eigenvectors in matching order

Show that each mode is a unit eigenvector for the level with the same index:
$$S v_k=s_k v_k,\qquad \sum_j|(v_k)_j|^2=1 .$$

**Solution.** The spectral theorem supplies an orthonormal eigenbasis. Eigenvalues and eigenvectors are reordered by the same permutation, so the pairs stay together.

```lean
/-- Each mode is a unit eigenvector belonging to the level with the same index. -/
theorem mode_spec {n : ℕ} {S : Matrix (Fin n) (Fin n) ℂ} (hS : S.IsHermitian) (k : Fin n) :
    S *ᵥ (mode hS k).ofLp = (level hS k : ℂ) • (mode hS k).ofLp ∧
      ∑ j, ‖(mode hS k).ofLp j‖ ^ 2 = 1 := by
  constructor
  · have h := hS.mulVec_eigenvectorBasis (Tuple.sort hS.eigenvalues k)
    simp only [mode, level, OrthonormalBasis.reindex_apply, Equiv.symm_symm]
    rw [h]
    ext j
    simp
  · have h := EuclideanSpace.norm_sq_eq (mode hS k)
    rw [(mode hS).orthonormal.1 k, one_pow] at h
    exact h.symm
```

## (c) The amplitude of $Sx$ in a mode

For any vector $x$, show that
$$\langle v_k,Sx\rangle=s_k\langle v_k,x\rangle .$$

**Solution.** Since $S^\dagger=S$ and $s_k$ is real, $v_k^\dagger Sx=(Sv_k)^\dagger x=s_k\,v_k^\dagger x$. In Lean, `h` is the conjugated eigenvalue equation.

```lean
/-- Applying a Hermitian matrix multiplies each eigenmode amplitude by its level. -/
theorem inner_mode_mulVec {n : ℕ} {S : Matrix (Fin n) (Fin n) ℂ} (hS : S.IsHermitian)
    (k : Fin n) (x : Fin n → ℂ) :
    inner ℂ (mode hS k) (ket (S *ᵥ x)) = (level hS k : ℂ) * inner ℂ (mode hS k) (ket x) := by
  have h := congrArg star (mode_spec hS k).1
  rw [star_mulVec, hS.eq, star_smul,
    show star (level hS k : ℂ) = (level hS k : ℂ) from Complex.conj_ofReal _] at h
  rw [EuclideanSpace.inner_eq_star_dotProduct, EuclideanSpace.inner_eq_star_dotProduct]
  change (S *ᵥ x) ⬝ᵥ star (mode hS k).ofLp = _ * (x ⬝ᵥ star (mode hS k).ofLp)
  rw [dotProduct_comm, dotProduct_mulVec, h, smul_dotProduct, smul_eq_mul, dotProduct_comm]
```

## (d) The quadratic form in the eigenbasis

Show that
$$\operatorname{Re}(x^\dagger Sx)=\sum_k s_k|\langle v_k,x\rangle|^2 .$$

**Solution.** Insert the resolution of the identity and use (c):
$$x^\dagger Sx=\sum_k\langle x,v_k\rangle\langle v_k,Sx\rangle=\sum_k s_k\langle x,v_k\rangle\langle v_k,x\rangle .$$
Each product of inner products is $|\langle v_k,x\rangle|^2$. The sum is already real, and `.re` merely turns a complex number into a real one.

```lean
/-- The quadratic form of a Hermitian matrix is the sum of its levels weighted by the squared
eigenmode amplitudes. -/
theorem quadratic_form_eq {n : ℕ} {S : Matrix (Fin n) (Fin n) ℂ} (hS : S.IsHermitian)
    (x : Fin n → ℂ) :
    (star x ⬝ᵥ S *ᵥ x).re = ∑ k, level hS k * ‖inner ℂ (mode hS k) (ket x)‖ ^ 2 := by
  have h2 : inner ℂ (ket x) (ket (S *ᵥ x)) = star x ⬝ᵥ S *ᵥ x := by
    rw [EuclideanSpace.inner_eq_star_dotProduct, dotProduct_comm]
  rw [← h2, ← (mode hS).sum_inner_mul_inner (ket x) (ket (S *ᵥ x)), Complex.re_sum]
  refine Finset.sum_congr rfl fun k _ => ?_
  rw [inner_mode_mulVec, ← inner_conj_symm (ket x) (mode hS k), Complex.sq_norm,
    Complex.normSq_apply]
  simp only [Complex.mul_re, Complex.mul_im, Complex.conj_re, Complex.conj_im,
    Complex.ofReal_re, Complex.ofReal_im]
  ring
```

## (e) The cost of avoiding the lowest mode

Let $u$ be any unit vector with $Su=s_1u$. Show that
$$s_2\|x\|^2-(s_2-s_1)|\langle u,x\rangle|^2\le\operatorname{Re}(x^\dagger Sx).$$

**Solution.** Write $c_k=\langle v_k,x\rangle$, so that $\sum_k|c_k|^2=\|x\|^2$. Replacing $s_k$ by $s_2$ for $k\ge2$ in (d) gives
$$x^\dagger Sx\ge s_1|c_1|^2+s_2\sum_{k\ge2}|c_k|^2=s_2\|x\|^2-(s_2-s_1)|c_1|^2 .$$
It remains to replace $c_1$ by $\langle u,x\rangle$. If $s_1=s_2$, the last term vanishes for either vector. If $s_1<s_2$, then (c) applied to $u$ gives $(s_1-s_k)\langle v_k,u\rangle=0$, hence $\langle v_k,u\rangle=0$ for $k\ge2$. So $u$ is $v_1$ up to a phase, and $|\langle u,x\rangle|=|c_1|$.

In the code, `split` is Parseval's identity with the lowest mode separated, `key` makes the exchange of $v_1$ for $u$ in the two cases, and `t` is the termwise estimate. The size $n$ is written `m + 2` from here on.

```lean
variable {m : ℕ} {S : Matrix (Fin (m + 2)) (Fin (m + 2)) ℂ}

/-- For a Hermitian matrix with unit eigenvector `u` of the lowest level, the real part of the
quadratic form at `x` is at least the second level times `‖x‖²`, less the gap between the two lowest
levels times the squared modulus of the inner product of `u` and `x`. -/
theorem gap_bound (hS : S.IsHermitian) (u : Fin (m + 2) → ℂ)
    (hu : S *ᵥ u = (level hS 0 : ℂ) • u) (hu1 : ∑ j, ‖u j‖ ^ 2 = 1) (x : Fin (m + 2) → ℂ) :
    level hS 1 * ∑ j, ‖x j‖ ^ 2
      - (level hS 1 - level hS 0) * ‖inner ℂ (ket u) (ket x)‖ ^ 2
      ≤ (star x ⬝ᵥ S *ᵥ x).re := by
  have h01 : level hS 0 ≤ level hS 1 := level_mono hS (Fin.zero_le _)
  have h1 : ∀ k : Fin (m + 1), level hS 1 ≤ level hS k.succ := fun k => level_mono hS (by
    rw [Fin.le_def, Fin.val_succ, Fin.val_one]
    omega)
  -- Parseval's identity with the lowest mode split off
  have split : ∀ y : Fin (m + 2) → ℂ, ‖inner ℂ (mode hS 0) (ket y)‖ ^ 2
      + ∑ k : Fin (m + 1), ‖inner ℂ (mode hS k.succ) (ket y)‖ ^ 2 = ∑ j, ‖y j‖ ^ 2 := by
    intro y
    have p : ‖(mode hS).repr (ket y)‖ ^ 2 = ∑ k, ‖inner ℂ (mode hS k) (ket y)‖ ^ 2 := by
      rw [EuclideanSpace.norm_sq_eq]
      simp only [OrthonormalBasis.repr_apply_apply]
    rw [(mode hS).repr.norm_map, EuclideanSpace.norm_sq_eq] at p
    exact (p.trans (Fin.sum_univ_succ _)).symm
  have key : (level hS 1 - level hS 0) * ‖inner ℂ (mode hS 0) (ket x)‖ ^ 2
      ≤ (level hS 1 - level hS 0) * ‖inner ℂ (ket u) (ket x)‖ ^ 2 := by
    rcases h01.eq_or_lt with h | h
    · simp [h]
    · -- with a gap, `u` is orthogonal to all higher modes
      have hz : ∀ k : Fin (m + 1), inner ℂ (mode hS k.succ) (ket u) = 0 := by
        intro k
        have e := inner_mode_mulVec hS k.succ u
        rw [hu, show ket ((level hS 0 : ℂ) • u) = (level hS 0 : ℂ) • ket u from rfl,
          inner_smul_right] at e
        have e' : ((level hS 0 - level hS k.succ : ℝ) : ℂ)
            * inner ℂ (mode hS k.succ) (ket u) = 0 := by
          push_cast
          linear_combination e
        rcases mul_eq_zero.mp e' with h0 | h0
        · exfalso
          have h2 := Complex.ofReal_eq_zero.mp h0
          linarith [h1 k]
        · exact h0
      have hn := split u
      simp only [hz, norm_zero, ne_eq, OfNat.ofNat_ne_zero, not_false_eq_true, zero_pow,
        Finset.sum_const_zero, add_zero] at hn
      rw [hu1] at hn
      have hx : inner ℂ (ket u) (ket x)
          = inner ℂ (ket u) (mode hS 0) * inner ℂ (mode hS 0) (ket x) := by
        have hz' : ∀ k : Fin (m + 1), inner ℂ (ket u) (mode hS k.succ) = 0 :=
          fun k => inner_eq_zero_symm.mp (hz k)
        rw [← (mode hS).sum_inner_mul_inner (ket u) (ket x), Fin.sum_univ_succ]
        simp only [hz', zero_mul, Finset.sum_const_zero, add_zero]
      have hx' : ‖inner ℂ (ket u) (ket x)‖ ^ 2 = ‖inner ℂ (mode hS 0) (ket x)‖ ^ 2 := by
        rw [hx, norm_mul, mul_pow, norm_inner_symm (ket u) (mode hS 0), hn, one_mul]
      exact le_of_eq (by rw [hx'])
  have e : (star x ⬝ᵥ S *ᵥ x).re = level hS 0 * ‖inner ℂ (mode hS 0) (ket x)‖ ^ 2
      + ∑ k : Fin (m + 1), level hS k.succ * ‖inner ℂ (mode hS k.succ) (ket x)‖ ^ 2 := by
    rw [quadratic_form_eq hS]
    exact Fin.sum_univ_succ _
  have t : level hS 1 * ∑ k : Fin (m + 1), ‖inner ℂ (mode hS k.succ) (ket x)‖ ^ 2
      ≤ ∑ k : Fin (m + 1), level hS k.succ * ‖inner ℂ (mode hS k.succ) (ket x)‖ ^ 2 := by
    rw [Finset.mul_sum]
    exact Finset.sum_le_sum fun k _ => mul_le_mul_of_nonneg_right (h1 k) (sq_nonneg _)
  rw [e, ← split x]
  linarith [key, t]
```

## (f) Deletion from a Hermitian matrix

With $u$ as in (e), show for every $i$ that
$$s_1+|u_i|^2(s_2-s_1)\le t_i .$$

**Solution.** Let $w$ be a unit eigenvector of the reduced matrix for $t_i$. Insert a zero at position $i$ to obtain $x$ with $n$ components. Then $\|x\|=1$ and $x^\dagger Sx=t_i$. As $x_i=0$, the Cauchy–Schwarz inequality involves only the other components of $u$:
$$|\langle u,x\rangle|^2\le\sum_{j\ne i}|u_j|^2=1-|u_i|^2 .$$
Part (e) now gives
$$t_i\ge s_2-(s_2-s_1)(1-|u_i|^2)=s_1+|u_i|^2(s_2-s_1).$$

The deletion is expressed by `i.succAbove`, the increasing map from `Fin (m + 1)` to `Fin (m + 2)` that skips `i`. With three functions and `i = 1`, it sends 0, 1 to 0, 2. The same map selects the submatrix, fixes where the components of $w$ go in $x$, and, through `Fin.sum_univ_succAbove`, splits a sum into its term at `i` and the rest. The norm of $x$, the identity `hE` for the quadratic form and the bound `hov` on $|\langle u,x\rangle|^2$ all use that splitting, with no separate bookkeeping for indices before and after `i`.

```lean
/-- For a Hermitian matrix with unit eigenvector `u` of the lowest level, deleting row and
column `i` leaves a smallest eigenvalue of at least `s₁ + |u_i|² (s₂ - s₁)`. -/
theorem deletion_bound_hermitian (hS : S.IsHermitian) (u : Fin (m + 2) → ℂ)
    (hu : S *ᵥ u = (level hS 0 : ℂ) • u) (hu1 : ∑ j, ‖u j‖ ^ 2 = 1) (i : Fin (m + 2)) :
    level hS 0 + ‖u i‖ ^ 2 * (level hS 1 - level hS 0) ≤ lowestAfterDeletion hS i := by
  have h01 : level hS 0 ≤ level hS 1 := level_mono hS (Fin.zero_le _)
  obtain ⟨w, hwT, hw⟩ : ∃ w : Fin (m + 1) → ℂ,
      S.submatrix i.succAbove i.succAbove *ᵥ w = (lowestAfterDeletion hS i : ℂ) • w ∧
        ∑ j, ‖w j‖ ^ 2 = 1 :=
    ⟨_, mode_spec (hS.submatrix i.succAbove) 0⟩
  -- pad the reduced eigenvector with a zero at the deleted position
  obtain ⟨x, xs, xj⟩ : ∃ x : Fin (m + 2) → ℂ, x i = 0 ∧ ∀ j, x (i.succAbove j) = w j :=
    ⟨Fin.insertNth (α := fun _ => ℂ) i 0 w, by simp, by simp⟩
  have hx : ∑ j, ‖x j‖ ^ 2 = 1 := by
    rw [Fin.sum_univ_succAbove _ i, xs]
    simp only [xj]
    rw [hw]
    simp
  have hE : (star x ⬝ᵥ S *ᵥ x).re = lowestAfterDeletion hS i := by
    have e1 : star x ⬝ᵥ S *ᵥ x
        = star w ⬝ᵥ S.submatrix i.succAbove i.succAbove *ᵥ w := by
      simp only [dotProduct, mulVec, Fin.sum_univ_succAbove _ i, Pi.star_apply, xs, xj,
        star_zero, zero_mul, mul_zero, zero_add, submatrix_apply]
    have e2 : star w ⬝ᵥ w = ((∑ j, ‖w j‖ ^ 2 : ℝ) : ℂ) := by
      simp only [dotProduct]
      push_cast
      exact Finset.sum_congr rfl fun j _ => Complex.conj_mul' _
    rw [e1, hwT, dotProduct_smul, e2, hw]
    simp
  -- Cauchy-Schwarz on the components that survive
  have hov : ‖inner ℂ (ket u) (ket x)‖ ^ 2 ≤ 1 - ‖u i‖ ^ 2 := by
    have e : inner ℂ (ket u) (ket x)
        = inner ℂ (ket (fun j => u (i.succAbove j))) (ket w) := by
      rw [EuclideanSpace.inner_eq_star_dotProduct, EuclideanSpace.inner_eq_star_dotProduct]
      change x ⬝ᵥ star u = w ⬝ᵥ star (fun j => u (i.succAbove j))
      simp only [dotProduct, Fin.sum_univ_succAbove _ i, xs, xj, zero_mul, zero_add,
        Pi.star_apply]
    have nw : ‖ket w‖ ^ 2 = 1 := (EuclideanSpace.norm_sq_eq _).trans hw
    have nu : ‖ket (fun j => u (i.succAbove j))‖ ^ 2 = 1 - ‖u i‖ ^ 2 := by
      rw [EuclideanSpace.norm_sq_eq]
      rw [Fin.sum_univ_succAbove _ i] at hu1
      exact eq_sub_of_add_eq' hu1
    have c := norm_inner_le_norm (𝕜 := ℂ) (ket (fun j => u (i.succAbove j))) (ket w)
    have c2 := pow_le_pow_left₀ (norm_nonneg _) c 2
    rw [mul_pow, nu, nw, mul_one] at c2
    rw [e]
    exact c2
  have g := gap_bound hS u hu hu1 x
  rw [hx, hE] at g
  linarith [mul_le_mul_of_nonneg_left hov (sub_nonneg.mpr h01)]
```

## (g) Deletion from an overlap matrix

Now let $S$ be positive semidefinite, as every overlap matrix is. Show that
$$|u_i|^2 s_2\le t_i .$$

**Solution.** Rearrange the bound in (f):
$$s_1+|u_i|^2(s_2-s_1)=|u_i|^2s_2+(1-|u_i|^2)s_1 .$$
The last term is non-negative because $s_1\ge0$ and $|u_i|^2\le1$.

```lean
/-- For a positive semidefinite overlap matrix with unit eigenvector `u` of the smallest
eigenvalue, deleting function `i` leaves a smallest eigenvalue of at least `|u_i|² s₂`. -/
theorem deletion_bound (hS : S.PosSemidef) (u : Fin (m + 2) → ℂ)
    (hu : S *ᵥ u = (level hS.isHermitian 0 : ℂ) • u) (hu1 : ∑ j, ‖u j‖ ^ 2 = 1)
    (i : Fin (m + 2)) :
    ‖u i‖ ^ 2 * level hS.isHermitian 1 ≤ lowestAfterDeletion hS.isHermitian i := by
  have h := deletion_bound_hermitian hS.isHermitian u hu hu1 i
  have h0 : 0 ≤ level hS.isHermitian 0 := hS.eigenvalues_nonneg _
  have hi : ‖u i‖ ^ 2 ≤ 1 := by
    rw [← hu1]
    exact Finset.single_le_sum (f := fun j => ‖u j‖ ^ 2) (fun j _ => sq_nonneg _)
      (Finset.mem_univ i)
  linarith [mul_nonneg (sub_nonneg.mpr hi) h0]
```

## (h) Deleting the function of largest weight

Let $i$ be such that $|u_j|\le|u_i|$ for all $j$. Show that
$$\frac{s_2}{n}\le t_i .$$

**Solution.** From $1=\sum_j|u_j|^2\le n|u_i|^2$ the largest weight is at least $1/n$. Since $s_2\ge0$, part (g) gives $t_i\ge|u_i|^2s_2\ge s_2/n$. The inequality for the weight is `ha` in the code.

```lean
/-- For a positive semidefinite overlap matrix of `n = m + 2` functions, deleting the function
with the largest weight in a unit eigenvector of the smallest eigenvalue leaves a smallest
eigenvalue of at least `s₂ / n`. -/
theorem delete_largest_component (hS : S.PosSemidef) (u : Fin (m + 2) → ℂ)
    (hu : S *ᵥ u = (level hS.isHermitian 0 : ℂ) • u) (hu1 : ∑ j, ‖u j‖ ^ 2 = 1)
    (i : Fin (m + 2)) (hi : ∀ j, ‖u j‖ ≤ ‖u i‖) :
    level hS.isHermitian 1 / ((m : ℝ) + 2) ≤ lowestAfterDeletion hS.isHermitian i := by
  have h := deletion_bound hS u hu hu1 i
  have h1 : 0 ≤ level hS.isHermitian 1 := hS.eigenvalues_nonneg _
  have hm : (0 : ℝ) < (m : ℝ) + 2 := by positivity
  -- the largest weight is at least the average weight
  have ha : 1 ≤ ((m : ℝ) + 2) * ‖u i‖ ^ 2 := by
    calc (1 : ℝ) = ∑ j, ‖u j‖ ^ 2 := hu1.symm
      _ ≤ ∑ _j : Fin (m + 2), ‖u i‖ ^ 2 :=
        Finset.sum_le_sum fun j _ => pow_le_pow_left₀ (norm_nonneg _) (hi j) 2
      _ = ((m : ℝ) + 2) * ‖u i‖ ^ 2 := by
        rw [Finset.sum_const, Finset.card_univ, Fintype.card_fin, nsmul_eq_mul]
        push_cast
        ring
  rw [div_le_iff₀ hm]
  linarith [mul_le_mul_of_nonneg_right ha h1, mul_le_mul_of_nonneg_left h hm.le]
```

## (i) A suitable function always exists

Show, with no eigenvector given, that
$$\exists\, i:\quad \frac{s_2}{n}\le t_i .$$

**Solution.** Take $u=v_1$, choose $i$ where $|u_i|$ is largest, and apply (h). The guarantee improves on the interlacing bound $s_1\le t_i$ when $s_2>n\,s_1$; if $s_2$ is also tiny, so is the bound.

```lean
/-- In any positive semidefinite overlap matrix of `n = m + 2` functions there is a function
whose deletion leaves a smallest eigenvalue of at least `s₂ / n`. -/
theorem exists_good_deletion (hS : S.PosSemidef) :
    ∃ i, level hS.isHermitian 1 / ((m : ℝ) + 2) ≤ lowestAfterDeletion hS.isHermitian i := by
  obtain ⟨hu, hu1⟩ := mode_spec hS.isHermitian 0
  obtain ⟨i, hi⟩ := Finite.exists_max fun j => ‖(mode hS.isHermitian 0).ofLp j‖
  exact ⟨i, delete_largest_component hS _ hu hu1 i hi⟩

end

end BasisFunctionDeletion
```

```lean
#print axioms BasisFunctionDeletion.deletion_bound
#print axioms BasisFunctionDeletion.exists_good_deletion
```

```
'BasisFunctionDeletion.deletion_bound' depends on axioms: [propext, Classical.choice, Quot.sound]
'BasisFunctionDeletion.exists_good_deletion' depends on axioms: [propext, Classical.choice, Quot.sound]
```

## An indefinite matrix with unit diagonal

Hermiticity and a unit diagonal are not enough for (g), (h) and (i). Take
$$S=\begin{pmatrix}1&2\\2&1\end{pmatrix},\qquad s_1=-1,\quad s_2=3,\quad u=\tfrac{1}{\sqrt2}(1,-1).$$
Either deletion leaves $t_i=1$, whereas $|u_i|^2s_2=s_2/n=3/2$. The bound in (f) still holds, with equality: $-1+\tfrac12\cdot4=1$.
